# The regular radial Coulomb series converges everywhere and splits into even and odd powers of r

## Units, radial factor and coefficients

We use atomic units and one nonrelativistic electron in the potential \(-Z/r\) of a fixed point nucleus. For angular momentum \(l=0,1,2,\dots\), write the radial function that is regular at the nucleus as

\[
R(r)=r^l F(r),\qquad F(r)=\sum_{k\ge 0}a_k r^k,\qquad a_0=c .
\]

The charge \(Z\), the energy \(E\) and the value \(c=F(0)\) of the factor at the nucleus are arbitrary real numbers. No quantisation condition is imposed, so \(F\) may grow at large \(r\), and \(R\) need not be normalised.

The radial Schrödinger equation is

\[
-\tfrac12\Big(R''+\tfrac2r R'-\tfrac{l(l+1)}{r^2}R\Big)-\tfrac Zr R=ER .
\]

Substituting \(R=r^lF\) turns the bracket into \(r^l\big(F''+\tfrac{2l+2}{r}F'\big)\), because the terms in \(r^{l-2}F\) cancel. Multiplication by \(-2r^{1-l}\) gives

\[
rF''+(2l+2)F'+2ZF+2ErF=0 .
\]

## What the theorems state

The recursion for the \(a_k\) is `coulombCoeff Z E l c`. The left side of the last equation is `radialResidual Z E l F`, where `F` is a formal power series and `derivative ℝ` acts on its coefficients. `ConvergesEverywhere a` says that \(\sum_k|a_k||x|^k\) converges for every real \(x\), which includes every radius \(r\ge0\). `powerSum a x` is the sum \(\sum_k a_kx^k\); Lean gives it the value 0 when the series does not converge absolutely, so the convergence statements give the sums their meaning.

- `radial_equation_iff`: a formal series has constant term \(c\) and zero residual exactly when its coefficients are the Coulomb coefficients.
- `coulombCoeff_bound`: \(|a_k|\,k!\le|c|M^k\) with \(M=1+2|Z|+2|E|\).
- `ConvergesEverywhere.parity`: any everywhere convergent series splits into even and odd powers, and both parts converge everywhere.
- `coulomb_parity`: the Coulomb series converges everywhere, and

\[
F(r)=A(r^2)+rB(r^2),\qquad B(0)=-\frac{Z\,A(0)}{l+1},
\]

with everywhere convergent \(A(s)=\sum_k a_{2k}s^k\) and \(B(s)=\sum_k a_{2k+1}s^k\).

- `coulomb_exponential`: for \(Z=\kappa(l+1)\) and \(E=-\kappa^2/2\), the sum is \(c\,e^{-\kappa r}\).

The relation for \(B(0)\) is the one-electron nuclear cusp condition, expressed through series coefficients and not through a derivative of \(F\). It says nothing about electron–electron coalescence or many-electron wave functions. The differential equation is likewise treated at the level of coefficients; passing to the summed function needs termwise differentiation, a standard result that the file does not invoke.

For this one-electron model, the splitting shows a limit of Gaussian basis sets: a finite sum of functions \(r^le^{-\alpha r^2}\) has only even powers in its factor \(F\), whereas the Coulomb factor has a linear term whenever \(Zc\ne0\).

## Collecting powers of r

At order \(r^0\), the radial equation gives \((2l+2)a_1+2Za_0=0\), so

\[
a_1=-\frac{Z a_0}{l+1}.
\]

At order \(r^{k+1}\), with \(k\ge0\), the first two terms contribute

\[
(k+2)(k+1)a_{k+2}+(2l+2)(k+2)a_{k+2}=(k+2)(k+2l+3)a_{k+2},
\]

and therefore

\[
(k+2)(k+2l+3)a_{k+2}=-2Za_{k+1}-2Ea_k .
\]

The factor on the left is positive, so \(c\) determines all coefficients. Conversely, coefficients that obey these relations make every order of the residual vanish.

## A factorial bound gives convergence

The bound is an equality at \(k=0\). At \(k=1\) it follows from \(|Z|/(l+1)\le|Z|\le M\). Suppose that it holds at \(k\) and \(k+1\). Since \((k+2)!=(k+2)(k+1)k!\le(k+2)(k+2l+3)k!\), the recursion gives

\[
\begin{aligned}
|a_{k+2}|(k+2)!&\le\big(2|Z||a_{k+1}|+2|E||a_k|\big)k!\\
&\le 2|Z||a_{k+1}|(k+1)!+2|E||a_k|k!\\
&\le |c|M^k\big(2|Z|M+2|E|\big)\le|c|M^{k+2}.
\end{aligned}
\]

The last step uses \(M\ge1\), which gives \(M^2=M+2|Z|M+2|E|M\ge2|Z|M+2|E|\). Comparison with the exponential series now yields

\[
\sum_k|a_k||x|^k\le|c|\sum_k\frac{(M|x|)^k}{k!}=|c|e^{M|x|}<\infty .
\]

## Separating even from odd powers

To see that \(A\) and \(B\) converge at a real point \(s\), let \(i(k)\) be \(2k\) or \(2k+1\). Because \(i(k)\ge k\),

\[
|a_{i(k)}||s|^k\le|a_{i(k)}|(|s|+1)^{i(k)} .
\]

The right side runs through distinct terms of the full series at \(|s|+1\), which converges absolutely. The even and odd terms can therefore be summed separately:

\[
F(r)=\sum_k a_{2k}(r^2)^k+r\sum_k a_{2k+1}(r^2)^k .
\]

At zero only the constant terms survive, so \(A(0)=a_0\) and \(B(0)=a_1\). The formula for \(a_1\) gives the stated relation.

## Exponential, free and 2s examples

Put \(Z=\kappa(l+1)\) and \(E=-\kappa^2/2\). Then \(a_0=c\) and \(a_1=-\kappa c\). If \(a_k=c(-\kappa)^k/k!\) holds at \(k\) and \(k+1\), the right side of the recursion is

\[
\frac{c(-\kappa)^k\kappa^2}{k!}\Big(\frac{2l+2}{k+1}+1\Big)
=\frac{c(-\kappa)^{k+2}}{k!}\,\frac{k+2l+3}{k+1}.
\]

Division by \((k+2)(k+2l+3)\) gives \(a_{k+2}=c(-\kappa)^{k+2}/(k+2)!\), and the series sums to \(ce^{-\kappa r}\). For \(\kappa>0\) and \(c\ne0\) these are, up to normalisation, the factors of the 1s, 2p, 3d, … states.

In the limit \(Z=0\), \(a_1=0\) and the recursion connects only indices of equal parity. Hence \(B=0\), and the free-particle factor is even in \(r\).

For a numerical instance, take the hydrogen 2s values \(Z=1\), \(l=0\), \(E=-1/8\), with \(c=1\). The recursion gives

\[
a_1=-1,\qquad a_2=\frac{2+\frac14}{6}=\frac38,\qquad
a_3=\frac{-\frac34-\frac14}{12}=-\frac1{12}.
\]

Thus \(A(s)=1+\tfrac38s+\cdots\) and \(B(s)=-1-\tfrac1{12}s+\cdots\), with \(B(0)=-A(0)\) as required. The coefficients agree with the expansion of \((1-r/2)e^{-r/2}\).

## The complete Lean file

```lean
import Mathlib

open PowerSeries

namespace CoulombRadialSeries

noncomputable section

/-- Coefficients of the radial Coulomb factor for nuclear charge `Z`, energy `E`, angular
momentum `l` and value `c` at the nucleus. -/
def coulombCoeff (Z E : ℝ) (l : ℕ) (c : ℝ) : ℕ → ℝ
  | 0 => c
  | 1 => -Z * c / (l + 1)
  | k + 2 => (-2 * Z * coulombCoeff Z E l c (k + 1) - 2 * E * coulombCoeff Z E l c k) /
      (((k : ℝ) + 2) * (k + 2 * l + 3))

/-- The left side of the radial equation `r F'' + (2 l + 2) F' + 2 Z F + 2 E r F = 0` for the
factor `F` in the radial function `r ^ l F`, as a formal power series in `r`. -/
def radialResidual (Z E : ℝ) (l : ℕ) (F : PowerSeries ℝ) : PowerSeries ℝ :=
  X * derivative ℝ (derivative ℝ F) + (2 * (l : ℝ) + 2) • derivative ℝ F + (2 * Z) • F +
    (2 * E) • (X * F)

/-- The sum of the power series with coefficients `a`, meant for points of absolute convergence. -/
def powerSum (a : ℕ → ℝ) (x : ℝ) : ℝ := ∑' k, a k * x ^ k

/-- The power series with coefficients `a` converges absolutely at every real point. -/
def ConvergesEverywhere (a : ℕ → ℝ) : Prop := ∀ x : ℝ, Summable fun k => |a k| * |x| ^ k

/-- A formal power series with constant term `c` solves the radial Coulomb equation exactly when
its coefficients are the Coulomb coefficients. -/
theorem radial_equation_iff (Z E : ℝ) (l : ℕ) (c : ℝ) (F : PowerSeries ℝ) :
    (coeff 0 F = c ∧ radialResidual Z E l F = 0) ↔
      ∀ k, coeff k F = coulombCoeff Z E l c k := by
  have hl : (l : ℝ) + 1 ≠ 0 := by positivity
  have hD : ∀ k : ℕ, ((k : ℝ) + 2) * (k + 2 * l + 3) ≠ 0 := fun k => by positivity
  -- the equation, order by order in `r`
  have hz : coeff 0 (radialResidual Z E l F) =
      (2 * (l : ℝ) + 2) * coeff 1 F + 2 * Z * coeff 0 F := by
    simp only [radialResidual, map_add, map_smul, smul_eq_mul, coeff_zero_X_mul,
      coeff_derivative, zero_add]
    push_cast
    ring
  have hs : ∀ k : ℕ, coeff (k + 1) (radialResidual Z E l F) =
      coeff (k + 2) F * (((k : ℝ) + 2) * (k + 2 * l + 3)) + 2 * Z * coeff (k + 1) F +
        2 * E * coeff k F := by
    intro k
    simp only [radialResidual, map_add, map_smul, smul_eq_mul, coeff_succ_X_mul,
      coeff_derivative]
    push_cast
    ring
  constructor
  · rintro ⟨h0, h⟩ k
    rw [h, map_zero] at hz
    induction k using Nat.twoStepInduction with
    | zero => exact h0
    | one =>
      rw [coulombCoeff, eq_div_iff hl]
      linear_combination -(1 / 2) * hz - Z * h0
    | more k i0 i1 =>
      have e := hs k
      rw [h, map_zero] at e
      rw [coulombCoeff, eq_div_iff (hD k), ← i0, ← i1]
      linear_combination -e
  · intro h
    refine ⟨h 0, ?_⟩
    ext n
    rw [map_zero]
    cases n with
    | zero =>
      rw [hz, h 0, h 1]
      simp only [coulombCoeff]
      field_simp
      ring
    | succ k =>
      have hrec : coulombCoeff Z E l c (k + 2) * (((k : ℝ) + 2) * (k + 2 * l + 3)) =
          -2 * Z * coulombCoeff Z E l c (k + 1) - 2 * E * coulombCoeff Z E l c k := by
        rw [coulombCoeff, div_mul_cancel₀ _ (hD k)]
      rw [hs k, h (k + 2), h (k + 1), h k]
      linear_combination hrec

/-- The Coulomb coefficients are bounded by those of an exponential function. -/
theorem coulombCoeff_bound (Z E : ℝ) (l : ℕ) (c : ℝ) (k : ℕ) :
    |coulombCoeff Z E l c k| * k.factorial ≤ |c| * (1 + 2 * |Z| + 2 * |E|) ^ k := by
  have hZ := abs_nonneg Z
  have hE := abs_nonneg E
  obtain ⟨M, hM⟩ : ∃ M, M = 1 + 2 * |Z| + 2 * |E| := ⟨_, rfl⟩
  rw [← hM]
  have hM0 : 0 < M := by linarith
  induction k using Nat.twoStepInduction with
  | zero => simp [coulombCoeff]
  | one =>
    have hl : (0 : ℝ) < (l : ℝ) + 1 := by positivity
    have hZM : |Z| ≤ M * ((l : ℝ) + 1) := by nlinarith [Nat.cast_nonneg (α := ℝ) l]
    simp only [coulombCoeff, Nat.factorial_one, Nat.cast_one, mul_one, pow_one]
    rw [abs_div, abs_mul, abs_neg, abs_of_pos hl, div_le_iff₀ hl]
    nlinarith [mul_le_mul_of_nonneg_left hZM (abs_nonneg c)]
  | more k h0 h1 =>
    have hD : (0 : ℝ) < ((k : ℝ) + 2) * (k + 2 * l + 3) := by positivity
    have hW : |coulombCoeff Z E l c (k + 2)| * (((k : ℝ) + 2) * (k + 2 * l + 3)) ≤
        2 * |Z| * |coulombCoeff Z E l c (k + 1)| + 2 * |E| * |coulombCoeff Z E l c k| := by
      rw [coulombCoeff, abs_div, abs_of_pos hD, div_mul_cancel₀ _ hD.ne']
      exact (abs_sub _ _).trans_eq (by simp [abs_mul])
    have hw0 := abs_nonneg (coulombCoeff Z E l c (k + 2))
    have hp0 := abs_nonneg (coulombCoeff Z E l c (k + 1))
    rw [Nat.factorial_succ] at h1
    rw [Nat.factorial_succ (k + 1), Nat.factorial_succ k]
    push_cast at h1 ⊢
    generalize |coulombCoeff Z E l c (k + 2)| = w at hW hw0 ⊢
    generalize |coulombCoeff Z E l c (k + 1)| = p at hW hp0 h1
    generalize |coulombCoeff Z E l c k| = q at hW h0
    have hf : (0 : ℝ) < k.factorial := by positivity
    generalize (k.factorial : ℝ) = f at *
    have g1 : 0 ≤ w * f * (((k : ℝ) + 2) * (2 * l + 2)) := by positivity
    have g2 : 0 ≤ |Z| * p * f * k := by positivity
    have g3 : 2 * |Z| * M + 2 * |E| ≤ M ^ 2 := by nlinarith
    calc w * (((k : ℝ) + 1 + 1) * ((k + 1) * f))
        ≤ w * (((k : ℝ) + 2) * (k + 2 * l + 3)) * f := by linarith
      _ ≤ (2 * |Z| * p + 2 * |E| * q) * f := mul_le_mul_of_nonneg_right hW hf.le
      _ ≤ 2 * |Z| * (p * (((k : ℝ) + 1) * f)) + 2 * |E| * (q * f) := by linarith
      _ ≤ 2 * |Z| * (|c| * M ^ (k + 1)) + 2 * |E| * (|c| * M ^ k) := by gcongr
      _ = |c| * M ^ k * (2 * |Z| * M + 2 * |E|) := by ring
      _ ≤ |c| * M ^ k * M ^ 2 := by gcongr
      _ = |c| * M ^ (k + 2) := by ring

/-- An everywhere convergent series in `r` is an everywhere convergent series in `r ^ 2` plus
`r` times another one. -/
theorem ConvergesEverywhere.parity {a : ℕ → ℝ} (h : ConvergesEverywhere a) :
    ConvergesEverywhere (fun k => a (2 * k)) ∧ ConvergesEverywhere (fun k => a (2 * k + 1)) ∧
    ∀ r, powerSum a r = powerSum (fun k => a (2 * k)) (r ^ 2) +
      r * powerSum (fun k => a (2 * k + 1)) (r ^ 2) := by
  -- a subseries converges at `s` because the full series converges at `|s| + 1`
  have key : ∀ i : ℕ → ℕ, Function.Injective i → (∀ k, k ≤ i k) →
      ConvergesEverywhere (fun k => a (i k)) := by
    intro i hi hk s
    have hs := abs_nonneg s
    refine Summable.of_nonneg_of_le (fun k => by positivity) (fun k => ?_)
      ((h (|s| + 1)).comp_injective hi)
    show |a (i k)| * |s| ^ k ≤ |a (i k)| * |(|s| + 1)| ^ i k
    rw [abs_of_nonneg (by positivity : 0 ≤ |s| + 1)]
    exact mul_le_mul_of_nonneg_left ((pow_le_pow_left₀ hs (by linarith) k).trans
      (pow_le_pow_right₀ (by linarith) (hk k))) (abs_nonneg _)
  have hE : ConvergesEverywhere (fun k => a (2 * k)) :=
    key (fun k => 2 * k) (fun i j hij => by dsimp only at hij; omega) (fun k => by omega)
  have hO : ConvergesEverywhere (fun k => a (2 * k + 1)) :=
    key (fun k => 2 * k + 1) (fun i j hij => by dsimp only at hij; omega) (fun k => by omega)
  refine ⟨hE, hO, fun r => ?_⟩
  have hsum : ∀ b : ℕ → ℝ, ConvergesEverywhere b → ∀ s : ℝ, Summable fun k => b k * s ^ k := by
    intro b hb s
    apply Summable.of_norm
    simpa only [Real.norm_eq_abs, abs_mul, abs_pow] using hb s
  have e : ∀ k : ℕ, a (2 * k + 1) * r ^ (2 * k + 1) = r * (a (2 * k + 1) * (r ^ 2) ^ k) := by
    intro k
    rw [pow_succ, pow_mul]
    ring
  have he : Summable fun k : ℕ => a (2 * k) * r ^ (2 * k) := by
    simpa only [pow_mul] using hsum _ hE (r ^ 2)
  have ho : Summable fun k : ℕ => a (2 * k + 1) * r ^ (2 * k + 1) := by
    simp only [e]
    exact (hsum _ hO (r ^ 2)).mul_left r
  refine (tsum_even_add_odd (f := fun k => a k * r ^ k) he ho).symm.trans ?_
  simp only [e, pow_mul, tsum_mul_left, powerSum]

/-- The radial Coulomb series converges absolutely everywhere and equals `A (r ^ 2) + r B (r ^ 2)`
with everywhere convergent series `A`, `B` that satisfy `B 0 = -Z A 0 / (l + 1)`. -/
theorem coulomb_parity (Z E : ℝ) (l : ℕ) (c : ℝ) :
    let a := coulombCoeff Z E l c
    let A := powerSum fun k => a (2 * k)
    let B := powerSum fun k => a (2 * k + 1)
    ConvergesEverywhere a ∧ ConvergesEverywhere (fun k => a (2 * k)) ∧
    ConvergesEverywhere (fun k => a (2 * k + 1)) ∧
    (∀ r, powerSum a r = A (r ^ 2) + r * B (r ^ 2)) ∧ B 0 = -Z * A 0 / (l + 1) := by
  intro a A B
  have ha : ConvergesEverywhere a := by
    intro x
    refine Summable.of_nonneg_of_le (fun k => by positivity) (fun k => ?_)
      ((Real.summable_pow_div_factorial ((1 + 2 * |Z| + 2 * |E|) * |x|)).mul_left |c|)
    have hf : (0 : ℝ) < k.factorial := by positivity
    have hb := mul_le_mul_of_nonneg_right (coulombCoeff_bound Z E l c k)
      (by positivity : 0 ≤ |x| ^ k)
    rw [← mul_div_assoc, le_div_iff₀ hf, mul_pow, ← mul_assoc, mul_right_comm]
    exact hb
  obtain ⟨hE, hO, hr⟩ := ha.parity
  have h0 : ∀ b : ℕ → ℝ, powerSum b 0 = b 0 := by
    intro b
    unfold powerSum
    rw [tsum_eq_single 0 (fun k hk => by simp [hk])]
    simp
  refine ⟨ha, hE, hO, hr, ?_⟩
  have hA : A 0 = c := h0 _
  have hB : B 0 = -Z * c / (l + 1) := h0 _
  rw [hA, hB]

/-- For charge `κ (l + 1)` and energy `-κ ^ 2 / 2` the radial Coulomb series sums to the
exponential `c exp (-κ r)`. -/
theorem coulomb_exponential (κ : ℝ) (l : ℕ) (c r : ℝ) :
    powerSum (coulombCoeff (κ * (l + 1)) (-κ ^ 2 / 2) l c) r = c * Real.exp (-κ * r) := by
  have hc : ∀ k, coulombCoeff (κ * (l + 1)) (-κ ^ 2 / 2) l c k =
      c * ((-κ) ^ k / (k.factorial : ℝ)) := by
    intro k
    induction k using Nat.twoStepInduction with
    | zero => simp [coulombCoeff]
    | one =>
      have hl : (l : ℝ) + 1 ≠ 0 := by positivity
      simp only [coulombCoeff, Nat.factorial_one, Nat.cast_one, div_one, pow_one]
      rw [div_eq_iff hl]
      ring
    | more k h0 h1 =>
      have hD : ((k : ℝ) + 2) * (k + 2 * l + 3) ≠ 0 := by positivity
      have hf : (k.factorial : ℝ) ≠ 0 := by positivity
      have p1 : (-κ) ^ (k + 1) = -((-κ) ^ k * κ) := by ring
      have p2 : (-κ) ^ (k + 2) = (-κ) ^ k * κ ^ 2 := by ring
      rw [coulombCoeff, h0, h1, div_eq_iff hD, p1, p2, Nat.factorial_succ (k + 1),
        Nat.factorial_succ k]
      push_cast
      generalize (-κ) ^ k = P
      have hk1 : (k : ℝ) + 1 ≠ 0 := by positivity
      have hk2 : (k : ℝ) + 1 + 1 ≠ 0 := by positivity
      field_simp
      ring
  rw [Real.exp_eq_exp_ℝ, NormedSpace.exp_eq_tsum_div, ← tsum_mul_left]
  refine tsum_congr fun k => ?_
  rw [hc, mul_pow]
  ring

end

end CoulombRadialSeries
```

```lean
#print axioms CoulombRadialSeries.radial_equation_iff
-- 'CoulombRadialSeries.radial_equation_iff' depends on axioms: [propext, Classical.choice, Quot.sound]
#print axioms CoulombRadialSeries.coulomb_parity
-- 'CoulombRadialSeries.coulomb_parity' depends on axioms: [propext, Classical.choice, Quot.sound]
#print axioms CoulombRadialSeries.coulomb_exponential
-- 'CoulombRadialSeries.coulomb_exponential' depends on axioms: [propext, Classical.choice, Quot.sound]
```

## How the Lean proofs follow the calculation

In `radial_equation_iff`, `hz` and `hs` compute the residual's coefficients at orders \(0\) and \(k+1\). For the forward direction, `Nat.twoStepInduction` matches a recursion that reaches back two places: each step sets the residual coefficient to zero and solves for the next \(a_k\). For the converse, `ext n` reduces the vanishing of the residual to one equation per order, and `linear_combination` closes the recursive case.

`coulombCoeff_bound` uses the same induction. `hW` is the triangle inequality applied to the recursion. The auxiliary inequalities `g1` and `g2` account for the two factorial comparisons, and `g3` is \(2|Z|M+2|E|\le M^2\). The `calc` block then follows the displayed chain. Through `generalize`, variables replace the absolute values of the three coefficients and the factorial \(k!\), which shortens the expressions in these steps.

In `ConvergesEverywhere.parity`, `key` is the comparison at \(|s|+1\), stated for any injective `i` with `k ≤ i k` and then used for the even and odd indices. `tsum_even_add_odd` joins the two sums, and the identity `e` extracts the factor \(r\) from each odd term.

`coulomb_parity` combines the factorial bound with `Real.summable_pow_div_factorial` to obtain convergence, and then applies the parity theorem. Its local lemma `h0` evaluates a power series at zero, which identifies \(A(0)\) and \(B(0)\). This proof works from the recursion alone; `radial_equation_iff` supplies the link to the radial equation.

In `coulomb_exponential`, `hc` proves the closed form of the coefficients by two-step induction. The remaining lines expand the exponential as its series and compare the terms.
